# Cyclic evolutions with equal projectors at all times have equal Aharonov–Anandan phases modulo 2π

Set \(\hbar=1\), let the inner product be conjugate-linear in its first argument, and let \(\psi\) be a unit solution of \(i\psi'=H(t)\psi\) on \([0,T]\) with \(\psi(T)=e^{i\varphi}\psi(0)\), where \(H(t)\) is a norm-continuous family of bounded Hermitian operators. Its Aharonov–Anandan phase is \(\beta=\varphi+\int_0^T\langle\psi,H\psi\rangle\,dt\), the total phase with the dynamical phase \(-\int_0^T\langle\psi,H\psi\rangle\,dt\) removed.

In Lean 4 with Mathlib:

```lean
import Mathlib

open Set
open Complex (I exp)
open scoped InnerProductSpace

namespace AharonovAnandan

noncomputable section

variable {E : Type*} [NormedAddCommGroup E] [InnerProductSpace ℂ E]

/-- The operator `|v⟩⟨v|`, which is the projector onto the ray of `v` when `v` is a unit vector. -/
def projector (v : E) : E →L[ℂ] E := (innerSL ℂ v).smulRight v

/-- A normalised solution of `i ψ' = H(t) ψ` on `[0,T]`, with `H` continuous and Hermitian,
that returns to its initial state up to the total phase `φ`. -/
structure IsCyclicEvolution (T : ℝ) (H : ℝ → E →L[ℂ] E) (ψ : ℝ → E) (φ : ℝ) : Prop where
  continuous : ContinuousOn H (Icc 0 T)
  hermitian : ∀ t ∈ Icc 0 T, ∀ x y, ⟪H t x, y⟫_ℂ = ⟪x, H t y⟫_ℂ
  schrodinger : ∀ t ∈ Icc 0 T, HasDerivWithinAt ψ ((-I) • H t (ψ t)) (Icc 0 T) t
  unit : ‖ψ 0‖ = 1
  cyclic : ψ T = exp (I * φ) • ψ 0

/-- The energy expectation value `⟨ψ, H ψ⟩` at time `t`, taken as a real number. -/
def energy (H : ℝ → E →L[ℂ] E) (ψ : ℝ → E) (t : ℝ) : ℝ := (⟪ψ t, H t (ψ t)⟫_ℂ).re

/-- The Aharonov-Anandan phase: total phase plus the time integral of the energy. -/
def aaPhase (T : ℝ) (H : ℝ → E →L[ℂ] E) (ψ : ℝ → E) (φ : ℝ) : ℝ :=
  φ + ∫ t in (0 : ℝ)..T, energy H ψ t

/-- The Hamiltonian with the constant energy `κ` added, `H(t) + κ`. -/
def shiftH (H : ℝ → E →L[ℂ] E) (κ t : ℝ) : E →L[ℂ] E :=
  H t + (κ : ℂ) • ContinuousLinearMap.id ℂ E

/-- The state multiplied by the phase factor `exp(-iκt)`. -/
def shiftState (ψ : ℝ → E) (κ t : ℝ) : E := exp (-(I * κ) * t) • ψ t

/-- The two-level superposition `a e₀ + b exp(-it) e₁`. -/
def twoLevel (a b : ℝ) (e₀ e₁ : E) (t : ℝ) : E :=
  (a : ℂ) • e₀ + ((b : ℂ) * exp (-I * t)) • e₁

private theorem projector_apply (v x : E) : projector v x = ⟪v, x⟫_ℂ • v := rfl

private theorem inner_self_unit {v : E} (hv : ‖v‖ = 1) : ⟪v, v⟫_ℂ = 1 := by
  rw [inner_self_eq_norm_sq_to_K, hv]; simp

private theorem hasDerivAt_phase (z : ℂ) (t : ℝ) :
    HasDerivAt (fun s : ℝ => exp (z * s)) (exp (z * t) * z) t :=
  (((hasDerivAt_id t).ofReal_comp.const_mul z).cexp).congr_deriv (by simp)

private theorem const_of_deriv_zero {T : ℝ} {f : ℝ → ℂ}
    (hf : ∀ t ∈ Icc 0 T, HasDerivWithinAt f 0 (Icc 0 T) t) {t : ℝ} (ht : t ∈ Icc 0 T) :
    f t = f 0 := by
  have h := (convex_Icc (0 : ℝ) T).norm_image_sub_le_of_norm_hasDerivWithin_le
    (f' := fun _ => 0) (C := 0) hf (fun _ _ => by simp) ⟨le_rfl, ht.1.trans ht.2⟩ ht
  simpa [sub_eq_zero] using h

variable {T φ φ₁ φ₂ : ℝ} {H H₁ H₂ : ℝ → E →L[ℂ] E} {ψ ψ₁ ψ₂ : ℝ → E}

/-- The overlap of two evolving states changes at the rate `i(⟨H₁ψ₁, ψ₂⟩ - ⟨ψ₁, H₂ψ₂⟩)`. -/
theorem overlap_deriv (h₁ : IsCyclicEvolution T H₁ ψ₁ φ₁) (h₂ : IsCyclicEvolution T H₂ ψ₂ φ₂)
    {t : ℝ} (ht : t ∈ Icc 0 T) : HasDerivWithinAt (fun s => ⟪ψ₁ s, ψ₂ s⟫_ℂ)
      (I * (⟪H₁ t (ψ₁ t), ψ₂ t⟫_ℂ - ⟪ψ₁ t, H₂ t (ψ₂ t)⟫_ℂ)) (Icc 0 T) t := by
  refine ((h₁.schrodinger t ht).inner ℂ (h₂.schrodinger t ht)).congr_deriv ?_
  simp only [inner_smul_left, inner_smul_right, map_neg, Complex.conj_I]
  ring

/-- The state stays normalised throughout the evolution. -/
theorem norm_conserved (h : IsCyclicEvolution T H ψ φ) {t : ℝ} (ht : t ∈ Icc 0 T) :
    ‖ψ t‖ = 1 := by
  have key : ⟪ψ t, ψ t⟫_ℂ = ⟪ψ 0, ψ 0⟫_ℂ :=
    const_of_deriv_zero (f := fun s => ⟪ψ s, ψ s⟫_ℂ)
      (fun s hs => (overlap_deriv h h hs).congr_deriv (by rw [h.hermitian s hs]; ring)) ht
  rw [norm_eq_sqrt_re_inner (𝕜 := ℂ), key, inner_self_unit h.unit]
  simp

private theorem energy_coe (h : IsCyclicEvolution T H ψ φ) {t : ℝ} (ht : t ∈ Icc 0 T) :
    (energy H ψ t : ℂ) = ⟪ψ t, H t (ψ t)⟫_ℂ :=
  Complex.conj_eq_iff_re.mp (by rw [inner_conj_symm]; exact h.hermitian t ht _ _)

private theorem energy_cont (h : IsCyclicEvolution T H ψ φ) :
    ContinuousOn (energy H ψ) (Icc 0 T) := by
  have hψ : ContinuousOn ψ (Icc 0 T) := fun t ht => (h.schrodinger t ht).continuousWithinAt
  have hin : ContinuousOn (fun t => ⟪ψ t, H t (ψ t)⟫_ℂ) (Icc 0 T) :=
    hψ.inner (h.continuous.clm_apply hψ)
  exact Complex.continuous_re.comp_continuousOn hin

/-- If `|v⟩⟨v| = |w⟩⟨w|` and `w` is a unit vector, then `w = ⟨v, w⟩ v`. -/
theorem eq_overlap_smul {v w : E} (hw : ‖w‖ = 1) (h : projector v = projector w) :
    w = ⟪v, w⟫_ℂ • v := by
  have h' := congrArg (fun P : E →L[ℂ] E => P w) h
  simp only [projector_apply, inner_self_unit hw, one_smul] at h'
  exact h'.symm

/-- For equal projectors the overlap `c` obeys `c' = i(E₁ - E₂)c`, with `E₁`, `E₂` the energies. -/
theorem overlap_deriv_same_ray (h₁ : IsCyclicEvolution T H₁ ψ₁ φ₁)
    (h₂ : IsCyclicEvolution T H₂ ψ₂ φ₂) {t : ℝ} (ht : t ∈ Icc 0 T)
    (hP : projector (ψ₁ t) = projector (ψ₂ t)) :
    HasDerivWithinAt (fun s => ⟪ψ₁ s, ψ₂ s⟫_ℂ)
      (I * ((energy H₁ ψ₁ t - energy H₂ ψ₂ t : ℝ) : ℂ) * ⟪ψ₁ t, ψ₂ t⟫_ℂ) (Icc 0 T) t := by
  have r₂ := eq_overlap_smul (norm_conserved h₂ ht) hP
  have r₁ := eq_overlap_smul (norm_conserved h₁ ht) hP.symm
  have a : ⟪H₁ t (ψ₁ t), ψ₂ t⟫_ℂ = ⟪ψ₁ t, ψ₂ t⟫_ℂ * energy H₁ ψ₁ t := by
    calc _ = ⟪H₁ t (ψ₁ t), ⟪ψ₁ t, ψ₂ t⟫_ℂ • ψ₁ t⟫_ℂ := by rw [← r₂]
      _ = _ := by rw [inner_smul_right, h₁.hermitian t ht, energy_coe h₁ ht]
  have b : ⟪ψ₁ t, H₂ t (ψ₂ t)⟫_ℂ = ⟪ψ₁ t, ψ₂ t⟫_ℂ * energy H₂ ψ₂ t := by
    calc _ = ⟪⟪ψ₂ t, ψ₁ t⟫_ℂ • ψ₂ t, H₂ t (ψ₂ t)⟫_ℂ := by rw [← r₁]
      _ = _ := by rw [inner_smul_left, inner_conj_symm, energy_coe h₂ ht]
  refine (overlap_deriv h₁ h₂ ht).congr_deriv ?_
  rw [a, b]; push_cast; ring

/-- A complex amplitude with `c' = i g(t) c` acquires the phase factor `exp(i ∫ g)`. -/
theorem phase_transport (hT : 0 ≤ T) {g : ℝ → ℝ} (hg : ContinuousOn g (Icc 0 T)) {c : ℝ → ℂ}
    (hc : ∀ t ∈ Icc 0 T, HasDerivWithinAt c (I * (g t : ℂ) * c t) (Icc 0 T) t) :
    c T = exp (I * ((∫ t in (0 : ℝ)..T, g t : ℝ) : ℂ)) * c 0 := by
  -- extend `g` continuously to the whole line
  obtain ⟨k, hk, hkg⟩ : ∃ k : ℝ → ℝ, Continuous k ∧ ∀ t ∈ Icc 0 T, k t = g t :=
    ⟨fun t => g (max 0 (min t T)),
      hg.comp_continuous (by fun_prop) (fun t => ⟨le_max_left _ _, max_le hT (min_le_right _ _)⟩),
      fun t ht => by simp only [min_eq_left ht.2, max_eq_right ht.1]⟩
  have hint : ∫ x in (0 : ℝ)..T, k x = ∫ x in (0 : ℝ)..T, g x :=
    intervalIntegral.integral_congr (fun t ht => hkg t (by rwa [uIcc_of_le hT] at ht))
  -- the amplitude with its phase removed is constant
  have h := const_of_deriv_zero (T := T)
    (f := fun s => exp (-I * ((∫ x in (0 : ℝ)..s, k x : ℝ) : ℂ)) * c s) (fun t ht => by
      have h1 := (((hk.integral_hasStrictDerivAt 0 t).hasDerivAt.ofReal_comp.const_mul
        (-I)).cexp).hasDerivWithinAt (s := Icc 0 T)
      refine (h1.mul (hc t ht)).congr_deriv ?_
      simp only [hkg t ht]
      ring) ⟨hT, le_rfl⟩
  simp only [intervalIntegral.integral_same, Complex.ofReal_zero, mul_zero, Complex.exp_zero,
    one_mul, hint] at h
  rw [← h, ← mul_assoc, ← Complex.exp_add]
  simp

/-- Two cyclic evolutions with the same projector at all times have Aharonov-Anandan phases
that differ by an integer multiple of `2π`, even if their Hamiltonians differ. -/
theorem aaPhase_unique_mod_two_pi (hT : 0 ≤ T) (h₁ : IsCyclicEvolution T H₁ ψ₁ φ₁)
    (h₂ : IsCyclicEvolution T H₂ ψ₂ φ₂)
    (hP : ∀ t ∈ Icc 0 T, projector (ψ₁ t) = projector (ψ₂ t)) :
    ∃ n : ℤ, aaPhase T H₁ ψ₁ φ₁ - aaPhase T H₂ ψ₂ φ₂ = 2 * Real.pi * n := by
  have tr := phase_transport hT (g := fun t => energy H₁ ψ₁ t - energy H₂ ψ₂ t)
    ((energy_cont h₁).sub (energy_cont h₂))
    (fun t ht => overlap_deriv_same_ray h₁ h₂ ht (hP t ht))
  have hJ : ∫ t in (0 : ℝ)..T, (energy H₁ ψ₁ t - energy H₂ ψ₂ t) =
      (∫ t in (0 : ℝ)..T, energy H₁ ψ₁ t) - ∫ t in (0 : ℝ)..T, energy H₂ ψ₂ t :=
    intervalIntegral.integral_sub ((energy_cont h₁).intervalIntegrable_of_Icc hT)
      ((energy_cont h₂).intervalIntegrable_of_Icc hT)
  have hc0 : ⟪ψ₁ 0, ψ₂ 0⟫_ℂ ≠ 0 := fun h0 => by
    have r := eq_overlap_smul h₂.unit (hP 0 ⟨le_rfl, hT⟩)
    rw [h0, zero_smul] at r
    simpa [r] using h₂.unit
  have hconj : (starRingEnd ℂ) (exp (I * φ₁)) = exp (-(I * φ₁)) := by
    rw [← Complex.exp_conj]; simp
  -- compare the two expressions for the final overlap
  simp only [h₁.cyclic, h₂.cyclic, inner_smul_left, inner_smul_right, hconj, hJ] at tr
  have hexp := mul_right_cancel₀ hc0
    (show exp (I * (((∫ t in (0 : ℝ)..T, energy H₁ ψ₁ t) -
      ∫ t in (0 : ℝ)..T, energy H₂ ψ₂ t : ℝ) : ℂ)) * ⟪ψ₁ 0, ψ₂ 0⟫_ℂ =
      exp (-(I * φ₁)) * exp (I * φ₂) * ⟪ψ₁ 0, ψ₂ 0⟫_ℂ by linear_combination -tr)
  have hone : exp (I * ((aaPhase T H₁ ψ₁ φ₁ - aaPhase T H₂ ψ₂ φ₂ : ℝ) : ℂ)) = 1 := by
    rw [show I * ((aaPhase T H₁ ψ₁ φ₁ - aaPhase T H₂ ψ₂ φ₂ : ℝ) : ℂ) =
      I * (((∫ t in (0 : ℝ)..T, energy H₁ ψ₁ t) -
        ∫ t in (0 : ℝ)..T, energy H₂ ψ₂ t : ℝ) : ℂ) + I * φ₁ + -(I * φ₂) by
        unfold aaPhase; push_cast; ring,
      Complex.exp_add, Complex.exp_add, hexp, ← Complex.exp_add, ← Complex.exp_add,
      ← Complex.exp_add]
    convert Complex.exp_zero using 2
    ring
  obtain ⟨n, hn⟩ := Complex.exp_eq_one_iff.mp hone
  refine ⟨n, Complex.ofReal_injective (mul_left_cancel₀ Complex.I_ne_zero ?_)⟩
  rw [hn]; push_cast; ring

/-- Adding `κ` to the Hamiltonian, multiplying the state by `exp(-iκt)` and taking `φ - κT + 2πn` as
the total phase gives a cyclic evolution with the same projectors, whose Aharonov-Anandan phase is
larger by `2πn`. -/
theorem aaPhase_energy_shift (hT : 0 ≤ T) (h : IsCyclicEvolution T H ψ φ) (κ : ℝ) (n : ℤ) :
    IsCyclicEvolution T (shiftH H κ) (shiftState ψ κ) (φ - κ * T + 2 * Real.pi * n) ∧
    (∀ t, projector (shiftState ψ κ t) = projector (ψ t)) ∧
    aaPhase T (shiftH H κ) (shiftState ψ κ) (φ - κ * T + 2 * Real.pi * n) =
      aaPhase T H ψ φ + 2 * Real.pi * n := by
  have hA : ∀ t x, shiftH H κ t x = H t x + (κ : ℂ) • x := fun _ _ => rfl
  have hz : ∀ t : ℝ, (starRingEnd ℂ) (exp (-(I * κ) * t)) * exp (-(I * κ) * t) = 1 := fun t => by
    rw [← Complex.exp_conj, ← Complex.exp_add]; simp
  refine ⟨⟨h.continuous.add continuousOn_const, fun t ht x y => ?_, fun t ht => ?_, ?_, ?_⟩,
    fun t => ?_, ?_⟩
  · simp only [hA, inner_add_left, inner_add_right, inner_smul_left, inner_smul_right,
      Complex.conj_ofReal, h.hermitian t ht]
  · refine ((hasDerivAt_phase (-(I * κ)) t).hasDerivWithinAt.smul
      (h.schrodinger t ht)).congr_deriv ?_
    simp only [hA, shiftState, map_smul]
    module
  · simp [shiftState, h.unit]
  · have hn : exp (I * ((φ - κ * T + 2 * Real.pi * n : ℝ) : ℂ)) =
        exp (-(I * κ) * T) * exp (I * φ) := by
      rw [show I * ((φ - κ * T + 2 * Real.pi * n : ℝ) : ℂ) =
        (-(I * κ) * T + I * φ) + n * (2 * Real.pi * I) by push_cast; ring,
        Complex.exp_add, Complex.exp_eq_one_iff.mpr ⟨n, rfl⟩, mul_one, Complex.exp_add]
    simp only [shiftState, h.cyclic, hn, Complex.ofReal_zero, mul_zero, Complex.exp_zero,
      one_smul, smul_smul]
  · ext x
    simp only [projector_apply, shiftState, inner_smul_left, smul_smul]
    congr 1
    linear_combination ⟪ψ t, x⟫_ℂ * hz t
  · have hE : ∀ t ∈ Icc 0 T, energy (shiftH H κ) (shiftState ψ κ) t = energy H ψ t + κ := by
      intro t ht
      have e : ⟪shiftState ψ κ t, shiftH H κ t (shiftState ψ κ t)⟫_ℂ =
          ⟪ψ t, H t (ψ t)⟫_ℂ + κ := by
        simp only [hA, shiftState, map_smul, inner_add_right, inner_smul_right, inner_smul_left,
          inner_self_unit (norm_conserved h ht)]
        linear_combination (⟪ψ t, H t (ψ t)⟫_ℂ + κ) * hz t
      simp only [energy, e, Complex.add_re, Complex.ofReal_re]
    have hi : ∫ t in (0 : ℝ)..T, energy (shiftH H κ) (shiftState ψ κ) t =
        ∫ t in (0 : ℝ)..T, (energy H ψ t + κ) :=
      intervalIntegral.integral_congr (fun t ht => hE t (by rwa [uIcc_of_le hT] at ht))
    rw [aaPhase, aaPhase, hi, intervalIntegral.integral_add
      ((energy_cont h).intervalIntegrable_of_Icc hT) intervalIntegrable_const,
      intervalIntegral.integral_const, smul_eq_mul]
    ring

/-- For orthonormal `e₀`, `e₁` and `a² + b² = 1`, the state `a e₀ + b exp(-it) e₁` is a cyclic
evolution under `|e₁⟩⟨e₁|` with period `2π` and Aharonov-Anandan phase `2πb²`. -/
theorem twoLevel_witness {e₀ e₁ : E} (h0 : ‖e₀‖ = 1) (h1 : ‖e₁‖ = 1) (h01 : ⟪e₀, e₁⟫_ℂ = 0)
    {a b : ℝ} (hab : a ^ 2 + b ^ 2 = 1) :
    IsCyclicEvolution (2 * Real.pi) (fun _ => projector e₁) (twoLevel a b e₀ e₁) 0 ∧
    aaPhase (2 * Real.pi) (fun _ => projector e₁) (twoLevel a b e₀ e₁) 0 =
      2 * Real.pi * b ^ 2 := by
  have h10 : ⟪e₁, e₀⟫_ℂ = 0 := by rw [← inner_conj_symm, h01, map_zero]
  have hin : ∀ t, ⟪e₁, twoLevel a b e₀ e₁ t⟫_ℂ = b * exp (-I * t) := fun t => by
    simp only [twoLevel, inner_add_right, inner_smul_right, h10, inner_self_unit h1]
    ring
  refine ⟨⟨continuousOn_const, fun t _ x y => ?_, fun t _ => ?_, ?_, ?_⟩, ?_⟩
  · simp only [projector_apply, inner_smul_left, inner_smul_right, inner_conj_symm]
    ring
  · refine ((((hasDerivAt_phase (-I) t).const_mul (b : ℂ)).smul_const e₁).const_add
      ((a : ℂ) • e₀)).hasDerivWithinAt.congr_deriv ?_
    rw [projector_apply, hin]
    module
  · have hab' : (a : ℂ) ^ 2 + (b : ℂ) ^ 2 = 1 := by exact_mod_cast hab
    have e : ⟪twoLevel a b e₀ e₁ 0, twoLevel a b e₀ e₁ 0⟫_ℂ = 1 := by
      simp only [twoLevel, Complex.ofReal_zero, mul_zero, Complex.exp_zero, mul_one,
        inner_add_left, inner_add_right, inner_smul_left, inner_smul_right, h01, h10,
        inner_self_unit h0, inner_self_unit h1, Complex.conj_ofReal]
      linear_combination hab'
    rw [norm_eq_sqrt_re_inner (𝕜 := ℂ), e]
    simp
  · have hper : exp (-I * ((2 * Real.pi : ℝ) : ℂ)) = 1 :=
      Complex.exp_eq_one_iff.mpr ⟨-1, by push_cast; ring⟩
    simp only [twoLevel, hper, Complex.ofReal_zero, mul_zero, Complex.exp_zero, one_smul]
  · have hE : ∀ t, energy (fun _ => projector e₁) (twoLevel a b e₀ e₁) t = b ^ 2 := fun t => by
      have hn : ‖exp (-I * t)‖ = 1 := by simp [Complex.norm_exp]
      simp only [energy, projector_apply, inner_smul_right]
      rw [← inner_conj_symm (twoLevel a b e₀ e₁ t) e₁, hin, Complex.mul_conj,
        Complex.ofReal_re, Complex.normSq_eq_norm_sq, norm_mul, hn, mul_one, Complex.norm_real,
        Real.norm_eq_abs, sq_abs]
    simp [aaPhase, hE]

end

end AharonovAnandan
```

```lean
#print axioms AharonovAnandan.aaPhase_unique_mod_two_pi
-- 'AharonovAnandan.aaPhase_unique_mod_two_pi' depends on axioms: [propext, Classical.choice, Quot.sound]
#print axioms AharonovAnandan.aaPhase_energy_shift
-- 'AharonovAnandan.aaPhase_energy_shift' depends on axioms: [propext, Classical.choice, Quot.sound]
```

## Two Hamiltonians, one path of projectors

The theorem `aaPhase_unique_mod_two_pi` takes \(T\ge 0\) and two cyclic evolutions \((H_j,\psi_j,\varphi_j)\), \(j=1,2\), with \(|\psi_1\rangle\langle\psi_1|=|\psi_2\rangle\langle\psi_2|\) at every time in \([0,T]\). It concludes that \(\beta_1-\beta_2=2\pi n\) for some integer \(n\). The Hamiltonians may differ, and so may the phases of the state vectors.

The space `E` is any complex inner-product space, of finite or infinite dimension. `IsCyclicEvolution` collects the assumptions on one evolution: `HasDerivWithinAt` on `Icc 0 T` means one-sided derivatives at the endpoints when \(T>0\) (for \(T=0\) it imposes no condition), and `unit` fixes the norm only at \(t=0\). `projector` is the operator \(|v\rangle\langle v|\), `energy` is the real part of \(\langle\psi,H\psi\rangle\), and `aaPhase` is \(\beta\).

Unbounded Hamiltonians, such as the usual kinetic energy, are not covered. The projectors must agree time by time, so the theorem does not compare evolutions that run through the same loop at different speeds, nor does it express \(\beta\) as a geometric area. For a finite-level model with a continuous Hermitian Hamiltonian, it means that \(\beta\) modulo \(2\pi\) depends only on the projectors as functions of time.

## The overlap carries the phase difference

Let \(c=\langle\psi_1,\psi_2\rangle\) and \(E_j=\langle\psi_j,H_j\psi_j\rangle\). The Schrödinger equation gives

\[
c'=\langle -iH_1\psi_1,\psi_2\rangle+\langle\psi_1,-iH_2\psi_2\rangle
=i\bigl(\langle H_1\psi_1,\psi_2\rangle-\langle\psi_1,H_2\psi_2\rangle\bigr).
\]

This is `overlap_deriv`. When both evolutions are the same, Hermiticity makes the right side zero, so the norm stays 1 (`norm_conserved`).

Applying the equal projectors to \(\psi_2\) gives \(\psi_2=c\,\psi_1\); applying them to \(\psi_1\) gives \(\psi_1=\bar c\,\psi_2\). Both are instances of `eq_overlap_smul`. Hence

\[
\langle H_1\psi_1,\psi_2\rangle=cE_1,\qquad
\langle\psi_1,H_2\psi_2\rangle=cE_2,\qquad
c'=i(E_1-E_2)c.
\]

The two `calc` blocks in `overlap_deriv_same_ray` make these substitutions, and `energy_coe` uses Hermiticity to identify each expectation value with its real part.

To integrate, remove the accumulated phase. The function \(g=E_1-E_2\) is continuous, because the \(H_j\) and \(\psi_j\) are, so its integral can be differentiated:

\[
\frac{d}{dt}\left[e^{-i\int_0^t g(s)\,ds}\,c(t)\right]
=e^{-i\int_0^t g(s)\,ds}\,(-ig+ig)\,c(t)=0,
\]

so \(c(T)=e^{i\int_0^T g\,dt}\,c(0)\). This is `phase_transport`. Its proof first extends \(g\) to the whole line by its endpoint values, so that the integral can be differentiated at the endpoints too.

Cyclicity gives the same overlap in another way:

\[
c(T)=\langle e^{i\varphi_1}\psi_1(0),e^{i\varphi_2}\psi_2(0)\rangle
=e^{i(\varphi_2-\varphi_1)}c(0).
\]

Here \(c(0)\ne0\), since otherwise \(\psi_2(0)=c(0)\psi_1(0)\) would vanish. The main proof cancels \(c(0)\) with `mul_right_cancel₀` and obtains

\[
e^{i(\varphi_1-\varphi_2+\int_0^T(E_1-E_2)\,dt)}=e^{i(\beta_1-\beta_2)}=1.
\]

`Complex.exp_eq_one_iff` then supplies the integer \(n\).

## Every integer occurs

For real \(\kappa\) and integer \(n\), `aaPhase_energy_shift` replaces \(H\) by \(H+\kappa\), \(\psi\) by \(\tilde\psi=e^{-i\kappa t}\psi\), and \(\varphi\) by \(\varphi-\kappa T+2\pi n\). The product rule gives \(i\tilde\psi'=(H+\kappa)\tilde\psi\), and the phase factor cancels in the projector. The energy integral grows by \(\kappa T\), so \(\beta\) changes by exactly \(2\pi n\). The integer comes from the choice of branch for the total phase; the energy shift alone leaves \(\beta\) unchanged.

## A two-level phase that is not trivial

For orthonormal \(e_0,e_1\) and real \(a,b\) with \(a^2+b^2=1\), `twoLevel_witness` takes \(\psi(t)=a e_0+b e^{-it}e_1\) and \(H=|e_1\rangle\langle e_1|\). Then \(i\psi'=b e^{-it}e_1=H\psi\), and \(\psi(2\pi)=\psi(0)\), so \(\varphi=0\) is allowed. The energy is constantly \(b^2\), which gives \(\beta=2\pi b^2\). For \(0<b^2<1\) this is not a multiple of \(2\pi\).
